# Modes of a uniform Hartree–Fock–Bogoliubov condensate: ω² = (e − 2gm)(e + 2gn)

A Hartree–Fock–Bogoliubov calculation for a Bose gas at finite temperature can keep the anomalous average m, or set it to zero in both the condensate equation and the quasiparticle matrix, as Popov's approximation does. For a uniform gas with repulsive contact coupling g > 0, condensate density n > 0 and a stationary condensate, the sign of m settles what happens at long wavelengths. A negative m opens a gap, m = 0 leaves the spectrum gapless, and a positive m makes the modes of lowest kinetic energy unstable.

In Lean 4 with Mathlib:

```lean
import Mathlib

open Matrix Filter Topology

namespace HFBSpuriousGap

noncomputable section
```

Below, a `def` names an object. A `theorem` lists its hypotheses, states its claim after a colon, and gives the proof after `:= by`.

```lean
/-- The Hartree-Fock-Bogoliubov matrix of a uniform Bose gas at kinetic energy `e`, with coupling
`g`, condensate density `n`, thermal density `nt`, anomalous average `m` and chemical
potential `μ`. -/
def hfbMatrix (g n nt m μ e : ℝ) : Matrix (Fin 2) (Fin 2) ℂ :=
  !![((e + 2 * g * (n + nt) - μ : ℝ) : ℂ), ((g * (n + m) : ℝ) : ℂ);
    -((g * (n + m) : ℝ) : ℂ), -((e + 2 * g * (n + nt) - μ : ℝ) : ℂ)]
```

Here e is the kinetic energy of a plane wave, μ the chemical potential, and nt the density of atoms outside the condensate, called thermal for short. The anomalous average is m = ⟨δψ δψ⟩, where δψ is the part of the Bose field outside the condensate. With ħ = 1, the matrix is

a = e + 2g(n + nt) − μ,  b = g(n + m),  A = [[a, b], [−b, −a]].

All parameters are real; the notation `: ℝ) : ℂ` regards a real number as complex. The densities and m are given numbers, not computed self-consistently.

```lean
/-- The stationary equation of a uniform condensate with real amplitude `√n`, in the mean field of
the condensate, the thermal density `nt` and the anomalous average `m`. -/
def CondensateStationary (g n nt m μ : ℝ) : Prop :=
  g * (n + 2 * nt) * √n + g * m * √n = μ * √n
```

This is the condensate equation for a uniform, real amplitude √n. The condensate feels its own density once and the thermal density twice. The equation is a hypothesis in the theorems about the gas, and it ties μ to the other parameters.

```lean
/-- The complex number `ω` is a mode frequency of the matrix `A` if `A` has a nonzero
eigenvector with eigenvalue `ω`. -/
def IsMode (A : Matrix (Fin 2) (Fin 2) ℂ) (ω : ℂ) : Prop :=
  ∃ v : Fin 2 → ℂ, v ≠ 0 ∧ A *ᵥ v = ω • v
```

A mode is an eigenvalue ω with a nonzero eigenvector: `*ᵥ` multiplies matrix and vector, `•` scales a vector. No Bogoliubov normalisation is imposed, so both signs of ω count.

```lean
/-- For a nonempty condensate, the stationary equation holds exactly when the chemical potential
is `g (n + 2 nt + m)`. -/
theorem stationary_iff {g n nt m μ : ℝ} (hn : 0 < n) :
    CondensateStationary g n nt m μ ↔ μ = g * (n + 2 * nt + m) := by
  unfold CondensateStationary
  constructor
  · intro h
    -- the condensate amplitude is nonzero and can be cancelled
    apply mul_right_cancel₀ (Real.sqrt_pos.2 hn).ne'
    linear_combination -h
  · intro h
    rw [h]
    ring
```

Since √n > 0, dividing the condensate equation by it gives

μ = g(n + 2nt + m).

`mul_right_cancel₀` does the division, and `linear_combination` checks the remaining algebra. The converse is substitution.

```lean
/-- The mode frequencies of a Bogoliubov matrix with diagonal entry `a` and pairing entry `b`
are the square roots of `a² - b²`. -/
theorem isMode_bogoliubov (a b ω : ℂ) :
    IsMode !![a, b; -b, -a] ω ↔ ω ^ 2 = a ^ 2 - b ^ 2 := by
  have key : ∀ v : Fin 2 → ℂ, !![a - ω, b; -b, -a - ω] *ᵥ v
      = !![a, b; -b, -a] *ᵥ v - ω • v := by
    intro v
    ext i
    fin_cases i <;> simp [Matrix.mulVec, dotProduct, Fin.sum_univ_two] <;> ring
  -- a nonzero eigenvector exists exactly when the characteristic determinant vanishes
  have h := Matrix.exists_mulVec_eq_zero_iff
    (M := (!![a - ω, b; -b, -a - ω] : Matrix (Fin 2) (Fin 2) ℂ))
  simp only [key, sub_eq_zero, Matrix.det_fin_two_of] at h
  unfold IsMode
  rw [h]
  constructor <;> intro h' <;> linear_combination h'
```

A nonzero v with (A − ω)v = 0 exists exactly when the determinant vanishes:

(a − ω)(−a − ω) + b² = ω² − a² + b² = 0.

The step `key` rewrites (A − ω)v as Av − ωv, and Mathlib's `exists_mulVec_eq_zero_iff` supplies the determinant criterion.

```lean
/-- A complex frequency has the real square `r` exactly when its real and imaginary parts have
product zero and their squares differ by `r`. -/
theorem sq_eq_real_iff (ω : ℂ) (r : ℝ) :
    ω ^ 2 = (r : ℂ) ↔ ω.re ^ 2 - ω.im ^ 2 = r ∧ ω.re * ω.im = 0 := by
  rw [Complex.ext_iff]
  simp only [pow_two, Complex.mul_re, Complex.mul_im, Complex.ofReal_re, Complex.ofReal_im]
  constructor
  · rintro ⟨h1, h2⟩
    exact ⟨by linarith, by linarith⟩
  · rintro ⟨h1, h2⟩
    exact ⟨by linarith, by linarith⟩
```

Write ω = x + iy. Then ω² = x² − y² + 2ixy, which equals a real r exactly when x² − y² = r and xy = 0. Later proofs use this to separate real from imaginary modes.

```lean
/-- With the chemical potential fixed by the stationary equation of a nonempty condensate, the
squared mode frequencies at kinetic energy `e` equal `(e - 2gm)(e + 2gn)`. -/
theorem hfb_dispersion {g n nt m μ : ℝ} (hn : 0 < n)
    (hμ : CondensateStationary g n nt m μ) (e : ℝ) (ω : ℂ) :
    IsMode (hfbMatrix g n nt m μ e) ω ↔
      ω ^ 2 = (((e - 2 * g * m) * (e + 2 * g * n) : ℝ) : ℂ) := by
  have h := (stationary_iff hn).1 hμ
  unfold hfbMatrix
  rw [isMode_bogoliubov, h]
  push_cast
  constructor <;> intro h' <;> linear_combination h'
```

Inserting μ removes nt from the diagonal entry:

a = e + g(n − m),
a − b = e − 2gm,
a + b = e + 2gn.

Hence ω² = a² − b² = (e − 2gm)(e + 2gn). The proof follows the same route, combining the two preceding results for μ and for the matrix. The `↔` says that every mode obeys this equation and every complex solution is a mode.

```lean
/-- For repulsive coupling, a nonempty stationary condensate and a negative anomalous average,
all modes at kinetic energy `e ≥ 0` are real and at least `2g√(-mn) > 0` in magnitude, and this
gap is attained at `e = 0`. -/
theorem hfb_gap {g n nt m μ : ℝ} (hg : 0 < g) (hn : 0 < n) (hm : m < 0)
    (hμ : CondensateStationary g n nt m μ) :
    0 < 2 * g * √(-(m * n)) ∧
    (∀ e : ℝ, 0 ≤ e → ∀ ω : ℂ, IsMode (hfbMatrix g n nt m μ e) ω →
      ω.im = 0 ∧ 2 * g * √(-(m * n)) ≤ |ω.re|) ∧
    IsMode (hfbMatrix g n nt m μ 0) ((2 * g * √(-(m * n)) : ℝ) : ℂ) := by
  have hmn : 0 < -(m * n) := by
    have := mul_neg_of_neg_of_pos hm hn
    linarith
  have hsq : (2 * g * √(-(m * n))) ^ 2 = 4 * g ^ 2 * (-(m * n)) := by
    rw [mul_pow, Real.sq_sqrt hmn.le]
    ring
  refine ⟨mul_pos (by linarith) (Real.sqrt_pos.2 hmn), ?_, ?_⟩
  · intro e he ω hω
    obtain ⟨h1, h2⟩ := (sq_eq_real_iff _ _).1 ((hfb_dispersion hn hμ e ω).1 hω)
    -- the squared frequency exceeds the squared gap by a nonnegative amount
    have hextra : 0 ≤ e * (e + 2 * g * (n - m)) :=
      mul_nonneg he (add_nonneg he (mul_nonneg (by linarith) (by linarith)))
    have hpos : 0 < 4 * g ^ 2 * (-(m * n)) := mul_pos (by positivity) hmn
    have him : ω.im = 0 := by
      rcases mul_eq_zero.1 h2 with h | h
      · rw [h] at h1
        nlinarith [sq_nonneg ω.im]
      · exact h
    refine ⟨him, le_trans (le_abs_self _) (sq_le_sq.1 ?_)⟩
    rw [him] at h1
    rw [hsq]
    nlinarith
  · rw [hfb_dispersion hn hμ, ← Complex.ofReal_pow, Complex.ofReal_inj, hsq]
    ring
```

For m < 0, expand the product:

ω² = −4g²mn + e(e + 2g(n − m)).

The first term is positive and the second is nonnegative for e ≥ 0. So ω² > 0, ω is real, and |ω| ≥ 2g√(−mn), with equality attained at e = 0. In the proof, `hextra` is the nonnegative second term and `him` the vanishing imaginary part. Physically the gap is spurious. A global phase rotation of the whole Bose field, which turns the condensate and m together, costs no energy, so a gapless spectrum is expected. The matrix here describes fluctuations of the condensate with m held fixed, and for m ≠ 0 turning the condensate alone is not a symmetry.

```lean
/-- For repulsive coupling and a nonempty stationary condensate, a zero-frequency mode exists at
zero kinetic energy exactly when the anomalous average vanishes. -/
theorem zero_mode_iff {g n nt m μ : ℝ} (hg : 0 < g) (hn : 0 < n)
    (hμ : CondensateStationary g n nt m μ) :
    IsMode (hfbMatrix g n nt m μ 0) 0 ↔ m = 0 := by
  rw [hfb_dispersion hn hμ]
  constructor
  · intro h
    have h1 := ((sq_eq_real_iff _ _).1 h).1
    simp only [Complex.zero_re, Complex.zero_im] at h1
    have h2 : m * (g * g * n) = 0 := by linarith
    exact (mul_eq_zero.1 h2).resolve_right (mul_pos (mul_pos hg hg) hn).ne'
  · intro h
    simp [h]
```

At e = 0 and ω = 0 the dispersion reads 0 = −4g²mn. Since g and n are positive, this holds exactly when m = 0. The proof cancels the positive factor g·g·n.

```lean
/-- In the Popov approximation `m = 0`, with repulsive coupling and a nonempty stationary
condensate, `√(e(e + 2gn))` is a mode frequency for every `e ≥ 0` and tends to zero with `e`. -/
theorem popov_gapless {g n nt μ : ℝ} (hg : 0 < g) (hn : 0 < n)
    (hμ : CondensateStationary g n nt 0 μ) :
    (∀ e : ℝ, 0 ≤ e →
      IsMode (hfbMatrix g n nt 0 μ e) ((√(e * (e + 2 * g * n)) : ℝ) : ℂ)) ∧
    Tendsto (fun e : ℝ => √(e * (e + 2 * g * n))) (𝓝[>] 0) (𝓝 0) := by
  constructor
  · intro e he
    have hE : 0 ≤ e * (e + 2 * g * n) := by positivity
    rw [hfb_dispersion hn hμ, ← Complex.ofReal_pow, Complex.ofReal_inj, Real.sq_sqrt hE]
    ring
  · have hc : Continuous (fun e : ℝ => √(e * (e + 2 * g * n))) := by fun_prop
    have h0 : Tendsto (fun e : ℝ => √(e * (e + 2 * g * n))) (𝓝 0) (𝓝 0) := by
      simpa using hc.tendsto 0
    exact h0.mono_left nhdsWithin_le_nhds
```

With m = 0 the dispersion becomes ω² = e(e + 2gn), whose right side is nonnegative for e ≥ 0, so its square root is a mode. `Tendsto` with `𝓝[>] 0` says that this frequency goes to zero as e approaches zero from above; the proof uses continuity.

```lean
/-- For repulsive coupling and a nonempty stationary condensate, all modes at kinetic energy
`e ≥ 0` are nonzero and purely imaginary exactly when `e < 2gm`. -/
theorem imaginary_modes_iff {g n nt m μ e : ℝ} (hg : 0 < g) (hn : 0 < n) (he : 0 ≤ e)
    (hμ : CondensateStationary g n nt m μ) :
    (∀ ω : ℂ, IsMode (hfbMatrix g n nt m μ e) ω → ω.re = 0 ∧ ω.im ≠ 0) ↔
      e < 2 * g * m := by
  have hp : 0 < e + 2 * g * n := by positivity
  constructor
  · intro h
    by_contra hc
    -- at or above the threshold there is a real mode
    have hE : 0 ≤ (e - 2 * g * m) * (e + 2 * g * n) :=
      mul_nonneg (by linarith [not_lt.1 hc]) hp.le
    have hmode : IsMode (hfbMatrix g n nt m μ e)
        ((√((e - 2 * g * m) * (e + 2 * g * n)) : ℝ) : ℂ) := by
      rw [hfb_dispersion hn hμ, ← Complex.ofReal_pow, Complex.ofReal_inj, Real.sq_sqrt hE]
    exact (h _ hmode).2 (Complex.ofReal_im _)
  · intro h ω hω
    obtain ⟨h1, h2⟩ := (sq_eq_real_iff _ _).1 ((hfb_dispersion hn hμ e ω).1 hω)
    -- below the threshold the squared frequency is negative
    have hE : (e - 2 * g * m) * (e + 2 * g * n) < 0 :=
      mul_neg_of_neg_of_pos (by linarith) hp
    have him : ω.im ≠ 0 := by
      intro h0
      rw [h0] at h1
      nlinarith [sq_nonneg ω.re]
    exact ⟨(mul_eq_zero.1 h2).resolve_right him, him⟩

end

end HFBSpuriousGap
```

Because e + 2gn > 0, the sign of ω² is that of e − 2gm. If e < 2gm, then ω² < 0; xy = 0 together with y ≠ 0 forces x = 0, so every mode is purely imaginary and nonzero. If e ≥ 2gm, the real number √((e − 2gm)(e + 2gn)) is a mode, which contradicts the left side of the equivalence. For m > 0 the unstable window 0 ≤ e < 2gm is therefore never empty. With time dependence exp(−iωt), one mode of each imaginary pair grows.

In a uniform-gas simulation with given densities, a gap or an imaginary frequency at small e can thus come from the retained m and need not signal a coding error.

```lean
#print axioms HFBSpuriousGap.hfb_gap
#print axioms HFBSpuriousGap.zero_mode_iff
#print axioms HFBSpuriousGap.popov_gapless
#print axioms HFBSpuriousGap.imaginary_modes_iff
```

```
'HFBSpuriousGap.hfb_gap' depends on axioms: [propext, Classical.choice, Quot.sound]
'HFBSpuriousGap.zero_mode_iff' depends on axioms: [propext, Classical.choice, Quot.sound]
'HFBSpuriousGap.popov_gapless' depends on axioms: [propext, Classical.choice, Quot.sound]
'HFBSpuriousGap.imaginary_modes_iff' depends on axioms: [propext, Classical.choice, Quot.sound]
```
